# The determinant of a finite-dimensional propagator depends only on the trace of the Hamiltonian

The declaration `det_propagator` concerns a finite complex Hamiltonian matrix H(t) that varies continuously in time; it need not be Hermitian. The propagator U satisfies U′ = −iHU with ħ = 1, and equals the identity at time t₀. The statement is that det U(t) = exp(−i ∫ tr H), with the integral taken from t₀ to t. The proof applies Liouville's formula, proved just before as `liouville`, to the matrix −iH, and then has `simpa` set det U(t₀) to 1 and bring the factor −i out of the trace and the integral.

In Lean, a first try:

```lean
import Mathlib

open Matrix

namespace DetPropagator

noncomputable section

variable {n : Type*} [Fintype n] [DecidableEq n]

/-- The matrix function `U` solves the linear evolution equation `U' = A U` at all times,
entry by entry. -/
def SolvesLinear (A U : ℝ → Matrix n n ℂ) : Prop :=
  ∀ t i j, HasDerivAt (fun s => U s i j) ((A t * U t) i j) t

/-- `U` is the propagator of the Hamiltonian matrix `H` from time `t₀` (with `ħ = 1`):
`U' = -i H U` and `U t₀ = 1`. -/
def IsPropagator (H U : ℝ → Matrix n n ℂ) (t₀ : ℝ) : Prop :=
  SolvesLinear (fun t => (-Complex.I) • H t) U ∧ U t₀ = 1

/-- The derivative of a determinant is the sum of the determinants in which one row
is replaced by its derivative. -/
theorem hasDerivAt_det_rows {U : ℝ → Matrix n n ℂ} {V : Matrix n n ℂ} {t : ℝ}
    (hU : ∀ i j, HasDerivAt (fun s => U s i j) (V i j) t) :
    HasDerivAt (fun s => (U s).det) (∑ i, ((U t).updateRow i (V i)).det) t := by
  -- the permutation expansion, with rows in natural order
  have hdet : ∀ M : Matrix n n ℂ, M.det =
      ∑ σ : Equiv.Perm n, ((Equiv.Perm.sign σ : ℤ) : ℂ) * ∏ i, M i (σ i) := by
    intro M
    rw [← Matrix.det_transpose, Matrix.det_apply']
    simp only [Matrix.transpose_apply]
  have h : HasDerivAt
      (fun s => ∑ σ : Equiv.Perm n, ((Equiv.Perm.sign σ : ℤ) : ℂ) * ∏ i, U s i (σ i))
      (∑ σ : Equiv.Perm n, ((Equiv.Perm.sign σ : ℤ) : ℂ) *
        ∑ i, (∏ j ∈ Finset.univ.erase i, U t j (σ j)) • V i (σ i)) t :=
    HasDerivAt.fun_sum fun σ _ =>
      (HasDerivAt.fun_finsetProd fun i _ => hU i (σ i)).const_mul _
  simp only [hdet]
  refine h.congr_deriv ?_
  symm
  -- exchange the sums over rows and permutations
  rw [Finset.sum_comm]
  refine Finset.sum_congr rfl fun σ _ => ?_
  rw [← Finset.mul_sum]
  congr 1
  refine Finset.sum_congr rfl fun i _ => ?_
  rw [← Finset.prod_erase_mul _ _ (Finset.mem_univ i), Matrix.updateRow_self, smul_eq_mul]
  congr 1
  refine Finset.prod_congr rfl fun j hj => ?_
  rw [Matrix.updateRow_ne (Finset.ne_of_mem_erase hj)]

/-- If `U' = A U`, the determinant obeys the scalar equation
`(det U)' = tr A · det U`. -/
theorem hasDerivAt_det {A U : ℝ → Matrix n n ℂ} (h : SolvesLinear A U) (t : ℝ) :
    HasDerivAt (fun s => (U s).det) ((A t).trace * (U t).det) t := by
  refine (hasDerivAt_det_rows (h t)).congr_deriv ?_
  -- each row of `A U` is a combination of the rows of `U`
  have hrow : ∀ i, (A t * U t) i = ∑ k, A t i k • U t k := by
    intro i
    funext j
    simp only [Matrix.mul_apply, Finset.sum_apply, Pi.smul_apply, smul_eq_mul]
  simp only [hrow, Matrix.det_updateRow_sum, smul_eq_mul]
  rw [← Finset.sum_mul]
  rfl

/-- Liouville's formula: if `A` is continuous and `U' = A U`, then
`det U(t) = det U(t₀) · exp (∫ tr A)`, with the integral taken from `t₀` to `t`. -/
theorem liouville {A U : ℝ → Matrix n n ℂ} (hA : Continuous A)
    (h : SolvesLinear A U) (t₀ t : ℝ) :
    (U t).det = (U t₀).det * Complex.exp (∫ s in t₀..t, (A s).trace) := by
  -- the determinant divided by the expected exponential is conserved
  have hF : ∀ s, HasDerivAt
      (fun r => (U r).det * Complex.exp (-∫ x in t₀..r, (A x).trace)) 0 s := by
    intro s
    have hI : HasDerivAt (fun r => ∫ x in t₀..r, (A x).trace) (A s).trace s :=
      (hA.matrix_trace.integral_hasStrictDerivAt t₀ s).hasDerivAt
    have hE : HasDerivAt (fun r => Complex.exp (-∫ x in t₀..r, (A x).trace))
        (Complex.exp (-∫ x in t₀..s, (A x).trace) * -(A s).trace) s :=
      hI.fun_neg.cexp
    refine ((hasDerivAt_det h s).fun_mul hE).congr_deriv ?_
    ring
  have hc := is_const_of_deriv_eq_zero (fun s => (hF s).differentiableAt)
    (fun s => (hF s).deriv) t t₀
  simp only [intervalIntegral.integral_same, neg_zero, Complex.exp_zero, mul_one] at hc
  rw [← hc, mul_assoc, ← Complex.exp_add, neg_add_cancel, Complex.exp_zero, mul_one]

/-- The propagator of a continuous Hamiltonian matrix has determinant
`exp (-i ∫ tr H)`, with the integral taken from `t₀` to `t`. -/
theorem det_propagator {H U : ℝ → Matrix n n ℂ} {t₀ : ℝ} (hH : Continuous H)
    (h : IsPropagator H U t₀) (t : ℝ) :
    (U t).det = Complex.exp (-Complex.I * ∫ s in t₀..t, (H s).trace) := by
  have hl := liouville (hH.const_smul (-Complex.I)) h.1 t₀ t
  simpa only [h.2, Matrix.det_one, one_mul, Matrix.trace_smul, smul_eq_mul,
    intervalIntegral.integral_const_mul] using hl

end

end DetPropagator
```

The error:

```
Main.lean:93:2: error: Type mismatch: After simplification, term
  hl
 has type
  (U t).det = Complex.exp (∫ (s : ℝ) in t₀..t, ((-Complex.I • H) s).trace)
but is expected to have type
  (U t).det = Complex.exp (-Complex.I * ∫ (s : ℝ) in t₀..t, (H s).trace)
```

After these edits no error is left:

```diff
@@ -90,5 +90,6 @@
     (h : IsPropagator H U t₀) (t : ℝ) :
     (U t).det = Complex.exp (-Complex.I * ∫ s in t₀..t, (H s).trace) := by
-  have hl := liouville (hH.const_smul (-Complex.I)) h.1 t₀ t
+  have hA : Continuous (fun s => (-Complex.I) • H s) := hH.const_smul (-Complex.I)
+  have hl := liouville hA h.1 t₀ t
   simpa only [h.2, Matrix.det_one, one_mul, Matrix.trace_smul, smul_eq_mul,
     intervalIntegral.integral_const_mul] using hl
```

The message says that the simplified `hl` still has `((-Complex.I • H) s).trace` under the integral, where the goal has −i in front of it. Lean had taken the matrix function `A` of `liouville` to be `-Complex.I • H`, a scalar multiple of the whole function `H`, as `hH.const_smul (-Complex.I)` supplies it. `h.1` has the pointwise form `(-Complex.I) • H t`, but it was accepted because the two are equal by definition.

The simplifier, however, goes by the form of the term. `Matrix.trace_smul` needs the trace of a scalar times a matrix, and here it met a scaled function applied to `s`. Nothing in the `simpa only` list turns one into the other, so −i stayed inside the trace, and `intervalIntegral.integral_const_mul` had no constant factor to take out.

The repair states the continuity first, as `hA`, for `fun s => (-Complex.I) • H s`. The same proof term serves, again by definitional equality, but `liouville hA` now gives the trace of `(-Complex.I) • H s`. The listed lemmas apply to that, and the unchanged `simpa` closes the goal.
